# With exact exchange K ≥ 0 and the weight √(nᵣnₛ), the lowest REKS(2,2) energy at fixed orbitals is the lowest GVB eigenvalue

The REKS(2,2) energy is treated here as a function of four given determinant energies and two occupation numbers, with the orbitals held fixed. Two electrons occupy two active orbitals $r$ and $s$, with occupations $n_r, n_s \ge 0$ and $n_r+n_s=2$. The closed-shell determinants $r^2$ and $s^2$ have energies $E_{rr}$ and $E_{ss}$.

```lean
import Mathlib

open Matrix

namespace REKSExactExchange

noncomputable section
```

The open-shell determinants have energy `Eopp` for opposite spins and `Epar` for parallel spins. Their difference enters the energy with the weight $\sqrt{n_rn_s}$. REKS calculations often use a weight that departs from this root at unequal occupations; the equality shown here need not hold for it.

```lean
/-- The REKS(2,2) energy at occupations `nr`, `ns`, built from the closed-shell energies
`Err`, `Ess` and the open-shell energies `Eopp` (opposite spins) and `Epar` (parallel spins). -/
def reksEnergy (Err Ess Eopp Epar nr ns : ℝ) : ℝ :=
  nr / 2 * Err + ns / 2 * Ess + √(nr * ns) * (Epar - Eopp)
```

Exact exchange is imposed by setting `Eopp` to $B$ and `Epar` to $B-K$. Here $K$ stands for the exchange integral between $r$ and $s$. For real orbitals it is the Coulomb self-repulsion of the product density $rs$, which is why $K\ge 0$ is the physical case. In Lean, $K$ is any real number, and its sign is a hypothesis where needed. The admissible energies form a set:

```lean
/-- The REKS energies at all nonnegative occupations of two electrons in two orbitals, with
opposite-spin energy `B` and parallel-spin energy `B - K`. -/
def reksEnergies (Err Ess B K : ℝ) : Set ℝ :=
  {E | ∃ nr ns : ℝ, 0 ≤ nr ∧ 0 ≤ ns ∧ nr + ns = 2 ∧
    reksEnergy Err Ess B (B - K) nr ns = E}
```

The GVB matrix couples the two closed-shell configurations through $K$. It is their Hamiltonian matrix when $E_{rr}$ and $E_{ss}$ are expectation values of the Hamiltonian. The full singlet problem in this active space has a third configuration, the open-shell singlet, which is left out here.

```lean
/-- The GVB matrix: two closed-shell configurations coupled by the exchange integral `K`. -/
def gvbMatrix (Err Ess K : ℝ) : Matrix (Fin 2) (Fin 2) ℝ := !![Err, K; K, Ess]
```

An eigenvalue is defined by a nonzero real vector; `M *ᵥ v` is the matrix acting on the vector.

```lean
/-- The number `μ` is an eigenvalue of `M`: some nonzero vector is scaled by `μ`. -/
def IsEigenvalue (M : Matrix (Fin 2) (Fin 2) ℝ) (μ : ℝ) : Prop :=
  ∃ v : Fin 2 → ℝ, v ≠ 0 ∧ M *ᵥ v = μ • v
```

Write $m=(E_{rr}+E_{ss})/2$ and $\Delta=(E_{rr}-E_{ss})/2$. Two abbreviations complete the setting: $R=\sqrt{\Delta^2+K^2}$, which is `halfSplitting`, and $E_0=m-R$, which is `gvbGround`.

```lean
/-- The root `√(((Err - Ess)/2)² + K²)`, half the splitting of the two GVB levels. -/
def halfSplitting (Err Ess K : ℝ) : ℝ := √(((Err - Ess) / 2) ^ 2 + K ^ 2)

/-- The mean closed-shell energy lowered by half the GVB splitting. -/
def gvbGround (Err Ess K : ℝ) : ℝ := (Err + Ess) / 2 - halfSplitting Err Ess K
```

## (a) The square of R

**Task.** Remove the root from the definition of $R$:
$$R^2=\Delta^2+K^2 .$$

**Solution.** The radicand is a sum of squares, hence nonnegative, and squaring its root returns it. `positivity` supplies the sign.

```lean
/-- The squared half splitting is the squared half difference of the closed-shell energies
plus the squared exchange integral. -/
theorem halfSplitting_sq (Err Ess K : ℝ) :
    halfSplitting Err Ess K ^ 2 = ((Err - Ess) / 2) ^ 2 + K ^ 2 :=
  Real.sq_sqrt (by positivity)
```

## (b) The REKS energy as a quadratic form

**Task.** Let $E$ be the REKS energy and $H$ the GVB matrix. Find amplitudes that turn $E$ into a quadratic form of $H$:
$$E=c^{T}Hc,\qquad c=\left(\sqrt{n_r/2},\,-\sqrt{n_s/2}\right).$$

**Solution.** For $c=(a,b)$ the form is $a^2E_{rr}+2abK+b^2E_{ss}$. Here $a^2=n_r/2$, $b^2=n_s/2$ and $2ab=-\sqrt{n_rn_s}$, which gives
$$\frac{n_r}{2}E_{rr}+\frac{n_s}{2}E_{ss}-\sqrt{n_rn_s}\,K .$$
This is $E$, because $(B-K)-B=-K$. For $n_r+n_s=2$ the vector is normalised and the form is an expectation value; the identity itself needs only nonnegative occupations. In the code, `form` expands the quadratic form and `hw` is the product of the roots.

```lean
/-- For nonnegative occupations, the REKS energy is the quadratic form of the GVB matrix at
the amplitudes `√(nr/2)` and `-√(ns/2)`. -/
theorem reksEnergy_eq_expectation (Err Ess B K : ℝ) {nr ns : ℝ}
    (hr : 0 ≤ nr) (hs : 0 ≤ ns) :
    reksEnergy Err Ess B (B - K) nr ns =
      ![√(nr / 2), -√(ns / 2)] ⬝ᵥ gvbMatrix Err Ess K *ᵥ ![√(nr / 2), -√(ns / 2)] := by
  have form : ∀ a b : ℝ, ![a, b] ⬝ᵥ gvbMatrix Err Ess K *ᵥ ![a, b] =
      a ^ 2 * Err + 2 * a * b * K + b ^ 2 * Ess := by
    intro a b
    simp [gvbMatrix, Matrix.mulVec, dotProduct, Fin.sum_univ_two]
    ring
  have ha : √(nr / 2) ^ 2 = nr / 2 := Real.sq_sqrt (by positivity)
  have hb : √(ns / 2) ^ 2 = ns / 2 := Real.sq_sqrt (by positivity)
  -- the REKS weight is twice the product of the magnitudes of the two amplitudes
  have hw : √(nr * ns) = 2 * (√(nr / 2) * √(ns / 2)) := by
    have h : nr * ns = (2 * (√(nr / 2) * √(ns / 2))) ^ 2 := by
      rw [mul_pow, mul_pow, ha, hb]
      ring
    calc √(nr * ns) = √((2 * (√(nr / 2) * √(ns / 2))) ^ 2) := congrArg Real.sqrt h
      _ = _ := Real.sqrt_sq (by positivity)
  rw [form, reksEnergy, hw]
  linear_combination -Err * ha - Ess * hb
```

## (c) The secular equation

**Task.** Show that $\mu$ is an eigenvalue of $H$ exactly when
$$(E_{rr}-\mu)(E_{ss}-\mu)=K^2 .$$

**Solution.** The equation $Hv=\mu v$ is $(H-\mu 1)v=0$. It has a nonzero solution exactly when $\det(H-\mu 1)=(E_{rr}-\mu)(E_{ss}-\mu)-K^2$ vanishes. The step `key` moves $\mu$ to the left, and `Matrix.exists_mulVec_eq_zero_iff` is the determinant criterion.

```lean
/-- The eigenvalues of the GVB matrix are the solutions of its secular equation. -/
theorem isEigenvalue_iff_secular (Err Ess K μ : ℝ) :
    IsEigenvalue (gvbMatrix Err Ess K) μ ↔ (Err - μ) * (Ess - μ) = K ^ 2 := by
  have key : ∀ v : Fin 2 → ℝ, gvbMatrix Err Ess K *ᵥ v = μ • v ↔
      gvbMatrix (Err - μ) (Ess - μ) K *ᵥ v = 0 := by
    intro v
    have e : gvbMatrix (Err - μ) (Ess - μ) K *ᵥ v =
        gvbMatrix Err Ess K *ᵥ v - μ • v := by
      ext i
      fin_cases i <;> simp [gvbMatrix, Matrix.mulVec, dotProduct, Fin.sum_univ_two] <;> ring
    rw [e, sub_eq_zero]
  simp only [IsEigenvalue, key]
  rw [Matrix.exists_mulVec_eq_zero_iff, gvbMatrix, Matrix.det_fin_two_of]
  constructor <;> intro h <;> linear_combination h
```

## (d) The lower root

**Task.** Show that
$$\min\{\mu : \mu\text{ is an eigenvalue of }H\}=E_0 .$$

**Solution.** Since $E_{rr}=m+\Delta$ and $E_{ss}=m-\Delta$, the secular equation becomes $(m-\mu)^2-\Delta^2=K^2$, or $(m-\mu)^2=R^2$. The value $\mu=m-R$ solves it, and every solution has $m-\mu\le R$. `IsLeast` asks for these two things: membership in the set, and a lower bound on it.

```lean
/-- The lowest eigenvalue of the GVB matrix is the mean closed-shell energy minus half the
splitting. -/
theorem gvbGround_isLeast (Err Ess K : ℝ) :
    IsLeast {μ | IsEigenvalue (gvbMatrix Err Ess K) μ} (gvbGround Err Ess K) := by
  have hR := halfSplitting_sq Err Ess K
  constructor
  · rw [Set.mem_ofPred_eq, isEigenvalue_iff_secular, gvbGround]
    linear_combination hR
  · intro μ hμ
    rw [Set.mem_ofPred_eq, isEigenvalue_iff_secular] at hμ
    have h : |(Err + Ess) / 2 - μ| ≤ halfSplitting Err Ess K :=
      Real.abs_le_sqrt (by linarith)
    rw [gvbGround]
    linarith [(abs_le.mp h).2]
```

## (e) Two squares that add up

**Task.** With $w=\sqrt{n_rn_s}$ and $x=(n_r-n_s)/2$, show that
$$(m-E)^2+(w\Delta+xK)^2=R^2 .$$

**Solution.** From $n_r=1+x$ and $n_s=1-x$ we get $E=m+x\Delta-wK$ and $w^2=1-x^2$. The left side is therefore
$$(wK-x\Delta)^2+(w\Delta+xK)^2=(w^2+x^2)(\Delta^2+K^2)=R^2 ,$$
since the cross terms cancel. In Lean, $n_s$ is replaced by $2-n_r$, and `hw` gives $w^2$.

```lean
/-- For two electrons in nonnegative occupations, the squared distance of the REKS energy from
the mean closed-shell energy and a second square add up to the squared half splitting. -/
theorem reks_sum_of_squares (Err Ess B K : ℝ) {nr ns : ℝ}
    (hr : 0 ≤ nr) (hs : 0 ≤ ns) (hn : nr + ns = 2) :
    ((Err + Ess) / 2 - reksEnergy Err Ess B (B - K) nr ns) ^ 2 +
      (√(nr * ns) * ((Err - Ess) / 2) + (nr - ns) / 2 * K) ^ 2 =
      halfSplitting Err Ess K ^ 2 := by
  obtain rfl : ns = 2 - nr := by linarith
  have hw : √(nr * (2 - nr)) ^ 2 = nr * (2 - nr) := Real.sq_sqrt (mul_nonneg hr hs)
  rw [halfSplitting_sq, reksEnergy]
  linear_combination (((Err - Ess) / 2) ^ 2 + K ^ 2) * hw
```

## (f) A lower bound for either sign of K

**Task.** Show that all admissible occupations satisfy
$$E_0\le E .$$

**Solution.** Dropping the second square in (e) leaves $(m-E)^2\le R^2$. Hence $m-E\le R$, which is $E\ge m-R$. `Real.abs_le_sqrt` takes the root.

```lean
/-- For two electrons in nonnegative occupations and either sign of `K`, the REKS energy is
never below the lowest GVB eigenvalue. -/
theorem gvbGround_le_reksEnergy (Err Ess B K : ℝ) {nr ns : ℝ}
    (hr : 0 ≤ nr) (hs : 0 ≤ ns) (hn : nr + ns = 2) :
    gvbGround Err Ess K ≤ reksEnergy Err Ess B (B - K) nr ns := by
  have h : |(Err + Ess) / 2 - reksEnergy Err Ess B (B - K) nr ns| ≤
      halfSplitting Err Ess K :=
    Real.abs_le_sqrt (by
      linarith [reks_sum_of_squares Err Ess B K hr hs hn, halfSplitting_sq Err Ess K,
        sq_nonneg (√(nr * ns) * ((Err - Ess) / 2) + (nr - ns) / 2 * K)])
  rw [gvbGround]
  linarith [(abs_le.mp h).2]
```

## (g) The optimal occupation

**Task.** Let $K\ge0$ and $R>0$. Show that
$$E=E_0\iff n_r=1-\frac{\Delta}{R}.$$

**Solution.** If $E=E_0$, then $wK-x\Delta=R$, and the second square in (e) vanishes, so $w\Delta+xK=0$. Multiply the first equation by $-\Delta$, the second by $K$, and add: $xR^2=-\Delta R$. Thus $x=-\Delta/R$, and $n_r=1+x$.

Conversely, $x=-\Delta/R$ gives $w^2=1-\Delta^2/R^2=K^2/R^2$. Because $K\ge0$, the nonnegative root is $w=K/R$, and $wK-x\Delta=(K^2+\Delta^2)/R=R$.

In the code, `h2` is the vanishing square and `h3` the equation for $x$, while `hKw` selects the root by comparing squares of nonnegative numbers.

```lean
/-- For `K ≥ 0` and a nonzero GVB splitting, nonnegative occupations of two electrons reach the
lowest GVB eigenvalue exactly when `nr = 1 - ((Err - Ess)/2)/R`, with `R` the half splitting. -/
theorem reks_optimal_iff (Err Ess B : ℝ) {K nr ns : ℝ} (hK : 0 ≤ K)
    (hR : 0 < halfSplitting Err Ess K) (hr : 0 ≤ nr) (hs : 0 ≤ ns) (hn : nr + ns = 2) :
    reksEnergy Err Ess B (B - K) nr ns = gvbGround Err Ess K ↔
      nr = 1 - (Err - Ess) / 2 / halfSplitting Err Ess K := by
  have hsq := reks_sum_of_squares Err Ess B K hr hs hn
  have hR2 := halfSplitting_sq Err Ess K
  obtain rfl : ns = 2 - nr := by linarith
  have hw : √(nr * (2 - nr)) ^ 2 = nr * (2 - nr) := Real.sq_sqrt (mul_nonneg hr hs)
  constructor
  · intro h
    -- at the minimum the second square vanishes
    have h2 : √(nr * (2 - nr)) * ((Err - Ess) / 2) + (nr - (2 - nr)) / 2 * K = 0 := by
      rw [h, gvbGround, sub_sub_cancel] at hsq
      exact pow_eq_zero_iff (two_ne_zero) |>.mp (by linarith)
    rw [reksEnergy, gvbGround] at h
    have h3 : (nr - 1) * halfSplitting Err Ess K = -((Err - Ess) / 2) := by
      apply mul_left_cancel₀ hR.ne'
      linear_combination (nr - 1) * hR2 + K * h2 + (Err - Ess) / 2 * h
    have h4 : (Err - Ess) / 2 / halfSplitting Err Ess K = 1 - nr := by
      rw [div_eq_iff hR.ne']
      linear_combination h3
    linarith
  · intro h
    have ht : (Err - Ess) / 2 = (1 - nr) * halfSplitting Err Ess K :=
      (div_eq_iff hR.ne').mp (by linarith)
    -- the sign of K selects the nonnegative root
    have hKw : K = √(nr * (2 - nr)) * halfSplitting Err Ess K := by
      refine (sq_eq_sq₀ hK (mul_nonneg (Real.sqrt_nonneg _) hR.le)).mp ?_
      linear_combination -hR2 - ((Err - Ess) / 2 + (1 - nr) * halfSplitting Err Ess K) * ht
        - halfSplitting Err Ess K ^ 2 * hw
    rw [reksEnergy, gvbGround]
    linear_combination (nr - 1) * ht - √(nr * (2 - nr)) * hKw - halfSplitting Err Ess K * hw
```

## (h) The minimum over occupations

**Task.** For $K\ge0$, show that the minimum exists and that
$$\min_{\substack{n_r,n_s\ge0\\ n_r+n_s=2}}E=E_0=\min\{\mu : \mu\text{ is an eigenvalue of }H\}.$$

**Solution.** The second equality is (d), and the lower bound in the first is (f). It remains to reach the bound.

- If $R=0$, then $\Delta=K=0$ and $E=m=E_0$ at $n_r=n_s=1$.
- If $R>0$, then $|\Delta|\le R$, so $n_r=1-\Delta/R$ and $n_s=1+\Delta/R$ are both nonnegative, and (g) applies.

For example, take $E_{rr}=0$, $E_{ss}=6$ and $K=4$ in some energy unit. Then $m=3$, $\Delta=-3$, $R=5$ and $E_0=-2$. The optimal occupations are $n_r=1.6$ and $n_s=0.4$, with $w=0.8$, and the REKS energy is $0.2\cdot6-0.8\cdot4=-2$.

For fixed orbitals, exact exchange and the weight $\sqrt{n_rn_s}$, minimising over the occupations thus gives the same energy as diagonalising the two-configuration problem. Orbital optimisation is not covered, nor are open-shell energies from an approximate functional whose difference is not $-K$.

The theorem states both minima with the same number `gvbGround`. The case split on $R$ is `hR0.eq_or_lt`.

```lean
/-- For `K ≥ 0`, one and the same number is the minimum of the REKS(2,2) energy over the
occupations and the lowest eigenvalue of the GVB matrix. -/
theorem reks_minimum_eq_lowest_gvb_eigenvalue (Err Ess B : ℝ) {K : ℝ} (hK : 0 ≤ K) :
    IsLeast (reksEnergies Err Ess B K) (gvbGround Err Ess K) ∧
      IsLeast {μ | IsEigenvalue (gvbMatrix Err Ess K) μ} (gvbGround Err Ess K) := by
  refine ⟨⟨?_, ?_⟩, gvbGround_isLeast Err Ess K⟩
  · have hR2 := halfSplitting_sq Err Ess K
    have hR0 : 0 ≤ halfSplitting Err Ess K := Real.sqrt_nonneg _
    rcases hR0.eq_or_lt with h0 | hR
    · -- degenerate, uncoupled configurations: equal occupations will do
      rw [← h0] at hR2
      have hK0 : K = 0 := by nlinarith [sq_nonneg ((Err - Ess) / 2)]
      refine ⟨1, 1, by norm_num, by norm_num, by norm_num, ?_⟩
      rw [reksEnergy, gvbGround, ← h0, hK0]
      ring
    · have hd : |(Err - Ess) / 2| ≤ halfSplitting Err Ess K :=
        Real.abs_le_sqrt (by linarith [sq_nonneg K])
      have h1 : (Err - Ess) / 2 / halfSplitting Err Ess K ≤ 1 := by
        rw [div_le_iff₀ hR]
        linarith [(abs_le.mp hd).2]
      have h2 : -1 ≤ (Err - Ess) / 2 / halfSplitting Err Ess K := by
        rw [le_div_iff₀ hR]
        linarith [(abs_le.mp hd).1]
      have hr : 0 ≤ 1 - (Err - Ess) / 2 / halfSplitting Err Ess K := by linarith
      have hs : 0 ≤ 1 + (Err - Ess) / 2 / halfSplitting Err Ess K := by linarith
      exact ⟨_, _, hr, hs, by ring,
        (reks_optimal_iff Err Ess B hK hR hr hs (by ring)).mpr rfl⟩
  · rintro E ⟨nr, ns, hr, hs, hn, rfl⟩
    exact gvbGround_le_reksEnergy Err Ess B K hr hs hn
```

## (i) Negative K

**Task.** Show that for $K<0$ all admissible occupations satisfy
$$E_0<E .$$

**Solution.** By (f), only equality has to be excluded. Equality would again give $wK-x\Delta=R$ and $w\Delta+xK=0$. Multiply the first by $K$, the second by $\Delta$, and add: $wR^2=KR$. The left side is nonnegative, while the right side is negative because $R>0$. This is the contradiction between `h3`, `h4` and `h5`.

The eigenvalues depend only on $K^2$, and it is easy to conclude wrongly that the sign of $K$ is irrelevant to the REKS minimum too. The weight $\sqrt{n_rn_s}$ is never negative, so the occupations cannot supply the relative sign of the amplitudes that a negative $K$ requires. With the unphysical value $K=-4$ in the example above, the REKS energy is $3n_s+4w\ge0$, while the lowest eigenvalue is still $-2$.

```lean
/-- For `K < 0`, the REKS energy at any nonnegative occupations of two electrons lies strictly
above the lowest GVB eigenvalue. -/
theorem gvbGround_lt_reksEnergy_of_neg (Err Ess B : ℝ) {K nr ns : ℝ} (hK : K < 0)
    (hr : 0 ≤ nr) (hs : 0 ≤ ns) (hn : nr + ns = 2) :
    gvbGround Err Ess K < reksEnergy Err Ess B (B - K) nr ns := by
  refine lt_of_le_of_ne (gvbGround_le_reksEnergy Err Ess B K hr hs hn) ?_
  intro h
  have hsq := reks_sum_of_squares Err Ess B K hr hs hn
  have hR2 := halfSplitting_sq Err Ess K
  have hR : 0 < halfSplitting Err Ess K :=
    Real.sqrt_pos.mpr (by have := hK.ne; positivity)
  obtain rfl : ns = 2 - nr := by linarith
  have h2 : √(nr * (2 - nr)) * ((Err - Ess) / 2) + (nr - (2 - nr)) / 2 * K = 0 := by
    rw [← h, gvbGround, sub_sub_cancel] at hsq
    exact pow_eq_zero_iff (two_ne_zero) |>.mp (by linarith)
  rw [reksEnergy, gvbGround] at h
  -- equality would force a nonnegative number to equal a negative one
  have h3 : √(nr * (2 - nr)) * halfSplitting Err Ess K ^ 2 = K * halfSplitting Err Ess K := by
    linear_combination √(nr * (2 - nr)) * hR2 + (Err - Ess) / 2 * h2 + K * h
  have h4 := mul_neg_of_neg_of_pos hK hR
  have h5 := mul_nonneg (Real.sqrt_nonneg (nr * (2 - nr))) (sq_nonneg (halfSplitting Err Ess K))
  linarith

end

end REKSExactExchange
```

```lean
#print axioms REKSExactExchange.reksEnergy_eq_expectation
#print axioms REKSExactExchange.reks_minimum_eq_lowest_gvb_eigenvalue
#print axioms REKSExactExchange.gvbGround_lt_reksEnergy_of_neg
```

```
'REKSExactExchange.reksEnergy_eq_expectation' depends on axioms: [propext, Classical.choice, Quot.sound]
'REKSExactExchange.reks_minimum_eq_lowest_gvb_eigenvalue' depends on axioms: [propext, Classical.choice, Quot.sound]
'REKSExactExchange.gvbGround_lt_reksEnergy_of_neg' depends on axioms: [propext, Classical.choice, Quot.sound]
```
